# A pure state that is a finite mixture of eigenvectors of \(a\) is an eigenvector of \(a\)

A light source that emits one of several coherent states at random, each an eigenvector of the annihilation operator \(a\), produces a statistical mixture of these states. If the mixture happens to be a pure state, which pure state can it be?

In Lean 4 with Mathlib:

```lean
import Mathlib

open scoped InnerProductSpace

namespace PureClassicalStates

noncomputable section

variable {V : Type*} [NormedAddCommGroup V] [InnerProductSpace ℂ V]
variable {ι : Type*} [Fintype ι]

/-- The pure state `v` and the mixture of the states `u k` with weights `w k` give the same
probability of detection along every vector `x`. -/
def IsMixtureOf (v : V) (w : ι → ℝ) (u : ι → V) : Prop :=
  ∀ x : V, ‖⟪v, x⟫_ℂ‖ ^ 2 = ∑ k, w k * ‖⟪u k, x⟫_ℂ‖ ^ 2

/-- The state `v` is classical with respect to `a` if it is a finite mixture, with positive
weights summing to one, of normalised eigenvectors of `a`. -/
def IsClassical (a : Module.End ℂ V) (v : V) : Prop :=
  ∃ (n : ℕ) (w : Fin n → ℝ) (u : Fin n → V) (α : Fin n → ℂ),
    (∀ k, 0 < w k) ∧ ∑ k, w k = 1 ∧ (∀ k, ‖u k‖ = 1) ∧
    (∀ k, a (u k) = α k • u k) ∧ IsMixtureOf v w u

/-- Every component of a mixture that equals a pure state `v` is its own projection on `v`. -/
theorem component_eq_projection {v : V} (hv : ‖v‖ = 1) {w : ι → ℝ} {u : ι → V}
    (hw : ∀ k, 0 < w k) (h : IsMixtureOf v w u) (k : ι) :
    u k = ⟪v, u k⟫_ℂ • v := by
  have hvv : ⟪v, v⟫_ℂ = 1 := by
    rw [inner_self_eq_norm_sq_to_K, hv]
    simp
  -- the part of `u k` orthogonal to `v`
  obtain ⟨x, hx⟩ : ∃ x, x = u k - ⟪v, u k⟫_ℂ • v := ⟨_, rfl⟩
  have hvx : ⟪v, x⟫_ℂ = 0 := by
    rw [hx, inner_sub_right, inner_smul_right, hvv, mul_one, sub_self]
  -- `v` is never detected along `x`, so no component is
  have hz : ∑ j, w j * ‖⟪u j, x⟫_ℂ‖ ^ 2 = 0 := by
    rw [← h x, hvx]
    simp
  have hk := (Finset.sum_eq_zero_iff_of_nonneg
    (fun j _ => mul_nonneg (hw j).le (sq_nonneg _))).mp hz k (Finset.mem_univ k)
  have hux : ⟪u k, x⟫_ℂ = 0 := by
    rcases mul_eq_zero.mp hk with h0 | h0
    · exact absurd h0 (hw k).ne'
    · exact norm_eq_zero.mp ((pow_eq_zero_iff two_ne_zero).mp h0)
  have hxx : ⟪x, x⟫_ℂ = 0 := by
    calc ⟪x, x⟫_ℂ = ⟪u k - ⟪v, u k⟫_ℂ • v, x⟫_ℂ := by rw [← hx]
      _ = 0 := by
        rw [inner_sub_left, inner_smul_left, hux, hvx]
        simp
  have hx0 : x = 0 := inner_self_eq_zero.mp hxx
  rw [hx] at hx0
  exact sub_eq_zero.mp hx0

/-- A mixture of normalised states equals the pure state `v` exactly when every component is
`v` up to a phase factor. -/
theorem isMixtureOf_iff_phases {v : V} (hv : ‖v‖ = 1) {w : ι → ℝ} {u : ι → V}
    (hw : ∀ k, 0 < w k) (hsum : ∑ k, w k = 1) (hu : ∀ k, ‖u k‖ = 1) :
    IsMixtureOf v w u ↔ ∀ k, ∃ c : ℂ, ‖c‖ = 1 ∧ u k = c • v := by
  constructor
  · intro h k
    have hpar := component_eq_projection hv hw h k
    have e := congrArg norm hpar
    rw [norm_smul, hv, mul_one, hu k] at e
    exact ⟨_, e.symm, hpar⟩
  · intro h x
    have hk : ∀ k, ‖⟪u k, x⟫_ℂ‖ = ‖⟪v, x⟫_ℂ‖ := by
      intro k
      obtain ⟨c, hc, huk⟩ := h k
      rw [huk, inner_smul_left, norm_mul, RCLike.norm_conj, hc, one_mul]
    simp only [hk]
    rw [← Finset.sum_mul, hsum, one_mul]

/-- If a pure state is a mixture of normalised eigenvectors of `a`, then all the eigenvalues
coincide and the pure state is an eigenvector of `a` with this common eigenvalue. -/
theorem eigenvector_of_mixture (a : Module.End ℂ V) {v : V} (hv : ‖v‖ = 1)
    {w : ι → ℝ} {u : ι → V} {α : ι → ℂ} (hw : ∀ k, 0 < w k) (hsum : ∑ k, w k = 1)
    (hu : ∀ k, ‖u k‖ = 1) (heig : ∀ k, a (u k) = α k • u k) (h : IsMixtureOf v w u) :
    ∃ β : ℂ, (∀ k, α k = β) ∧ a v = β • v := by
  have hv0 : v ≠ 0 := by
    rintro rfl
    simp at hv
  -- cancel the phase in the eigenvalue equation of each component
  have hev : ∀ k, a v = α k • v := by
    intro k
    obtain ⟨c, hc, huk⟩ := (isMixtureOf_iff_phases hv hw hsum hu).mp h k
    have hc0 : c ≠ 0 := by
      rintro rfl
      simp at hc
    have e : c • a v = c • (α k • v) := by
      rw [← map_smul, ← huk, heig k, huk]
      exact smul_comm _ _ _
    exact smul_right_injective V hc0 e
  -- the weights sum to one, so there is at least one component
  rcases isEmpty_or_nonempty ι with hι | ⟨⟨k⟩⟩
  · simp at hsum
  · refine ⟨α k, fun j => ?_, hev k⟩
    have e : α j • v = α k • v := (hev j).symm.trans (hev k)
    exact smul_left_injective ℂ hv0 e

/-- A normalised pure state is classical with respect to `a` exactly when it is an eigenvector
of `a`. -/
theorem isClassical_iff_eigenvector (a : Module.End ℂ V) {v : V} (hv : ‖v‖ = 1) :
    IsClassical a v ↔ ∃ β : ℂ, a v = β • v := by
  constructor
  · rintro ⟨n, w, u, α, hw, hsum, hu, heig, h⟩
    obtain ⟨β, -, hβ⟩ := eigenvector_of_mixture a hv hw hsum hu heig h
    exact ⟨β, hβ⟩
  · rintro ⟨β, hβ⟩
    refine ⟨1, fun _ => 1, fun _ => v, fun _ => β, fun _ => one_pos, by simp,
      fun _ => hv, fun _ => hβ, ?_⟩
    intro x
    simp

/-- A normalised superposition of two eigenvectors of `a` with different eigenvalues is not
classical. -/
theorem superposition_not_classical (a : Module.End ℂ V) {p q : V} {α β : ℂ}
    (hp0 : p ≠ 0) (hq0 : q ≠ 0) (hp : a p = α • p) (hq : a q = β • q) (hne : α ≠ β)
    (hn : ‖p + q‖ = 1) : ¬ IsClassical a (p + q) := by
  intro hcl
  obtain ⟨γ, hγ⟩ := (isClassical_iff_eigenvector a hn).mp hcl
  rw [map_add, hp, hq] at hγ
  have h1 : (α - γ) • p + (β - γ) • q = 0 := by
    linear_combination (norm := module) hγ
  -- a second application of `a` separates the two parts
  have h2 := congrArg a h1
  simp only [map_add, map_smul, hp, hq, map_zero] at h2
  have h3 : ((α - β) * (α - γ)) • p = 0 := by
    linear_combination (norm := module) h2 - β • h1
  have h4 : ((β - α) * (β - γ)) • q = 0 := by
    linear_combination (norm := module) h2 - α • h1
  have e3 := (mul_eq_zero.mp ((smul_eq_zero.mp h3).resolve_right hp0)).resolve_left
    (sub_ne_zero.mpr hne)
  have e4 := (mul_eq_zero.mp ((smul_eq_zero.mp h4).resolve_right hq0)).resolve_left
    (sub_ne_zero.mpr hne.symm)
  exact hne ((sub_eq_zero.mp e3).trans (sub_eq_zero.mp e4).symm)

/-- A normalised state that is annihilated by some power of `a`, but not by `a` itself, is not
classical. -/
theorem finite_excitation_not_classical (a : Module.End ℂ V) {v : V} (hv : ‖v‖ = 1)
    (n : ℕ) (hn : (a ^ n) v = 0) (h1 : a v ≠ 0) : ¬ IsClassical a v := by
  intro hcl
  obtain ⟨γ, hγ⟩ := (isClassical_iff_eigenvector a hv).mp hcl
  have hpow : ∀ m : ℕ, (a ^ m) v = γ ^ m • v := by
    intro m
    induction m with
    | zero => simp
    | succ m ih =>
      rw [pow_succ', Module.End.mul_apply, ih, map_smul, hγ, smul_smul, pow_succ]
  rw [hpow n] at hn
  rcases smul_eq_zero.mp hn with h | h
  · exact h1 (by rw [hγ, eq_zero_of_pow_eq_zero h, zero_smul])
  · exact h1 (by rw [h, map_zero])

/-- The operator on a two-level space with matrix rows `(2, 1)` and `(0, 3)`. -/
def twoLevelOp : Module.End ℂ (EuclideanSpace ℂ (Fin 2)) where
  toFun x := !₂[2 * x 0 + x 1, 3 * x 1]
  map_add' x y := by
    ext i
    fin_cases i <;> simp <;> ring
  map_smul' c x := by
    ext i
    fin_cases i <;> simp <;> ring

/-- The first basis vector of the two-level space. -/
def e₀ : EuclideanSpace ℂ (Fin 2) := EuclideanSpace.single 0 1

/-- The vectors `e₀` and `i e₀`, with weights 1/3 and 2/3, are normalised eigenvectors of
`twoLevelOp` with eigenvalue 2, and their mixture is the pure state `e₀`. -/
theorem eigenvector_of_mixture_witness :
    ‖e₀‖ = 1 ∧ (∀ k, 0 < (![1 / 3, 2 / 3] : Fin 2 → ℝ) k) ∧
    ∑ k, (![1 / 3, 2 / 3] : Fin 2 → ℝ) k = 1 ∧
    (∀ k, ‖(![e₀, Complex.I • e₀] : Fin 2 → _) k‖ = 1) ∧
    (∀ k, twoLevelOp ((![e₀, Complex.I • e₀] : Fin 2 → _) k) =
      (2 : ℂ) • (![e₀, Complex.I • e₀] : Fin 2 → _) k) ∧
    IsMixtureOf e₀ ![1 / 3, 2 / 3] ![e₀, Complex.I • e₀] := by
  have hn : ‖e₀‖ = 1 := by simp [e₀]
  have ha : twoLevelOp e₀ = (2 : ℂ) • e₀ := by
    ext i
    fin_cases i <;> simp [twoLevelOp, e₀]
  have hw : ∀ k, 0 < (![1 / 3, 2 / 3] : Fin 2 → ℝ) k := by
    intro k
    fin_cases k <;> norm_num
  have hs : ∑ k, (![1 / 3, 2 / 3] : Fin 2 → ℝ) k = 1 := by
    rw [Fin.sum_univ_two]
    norm_num
  have hu : ∀ k, ‖(![e₀, Complex.I • e₀] : Fin 2 → _) k‖ = 1 := by
    intro k
    fin_cases k <;> simp [norm_smul, hn]
  refine ⟨hn, hw, hs, hu, ?_, (isMixtureOf_iff_phases hn hw hs hu).mpr ?_⟩
  · rw [Fin.forall_fin_two]
    refine ⟨ha, ?_⟩
    change twoLevelOp (Complex.I • e₀) = (2 : ℂ) • (Complex.I • e₀)
    rw [map_smul, ha]
    exact smul_comm _ _ _
  · rw [Fin.forall_fin_two]
    exact ⟨⟨1, by simp, (one_smul ℂ e₀).symm⟩, ⟨Complex.I, by simp, rfl⟩⟩

end

end PureClassicalStates
```

```lean
#print axioms PureClassicalStates.eigenvector_of_mixture
#print axioms PureClassicalStates.superposition_not_classical
#print axioms PureClassicalStates.finite_excitation_not_classical
```

```
'PureClassicalStates.eigenvector_of_mixture' depends on axioms: [propext, Classical.choice, Quot.sound]
'PureClassicalStates.superposition_not_classical' depends on axioms: [propext, Classical.choice, Quot.sound]
'PureClassicalStates.finite_excitation_not_classical' depends on axioms: [propext, Classical.choice, Quot.sound]
```

## Only eigenvectors are pure and classical

Let \(v\) be a unit vector in a complex inner product space \(V\), and let \(a\) be a linear operator on \(V\). Take finitely many unit vectors \(u_k\) with \(a u_k=\alpha_k u_k\), and weights \(w_k>0\) with \(\sum_k w_k=1\). Suppose that

\[
|\langle v,x\rangle|^2=\sum_k w_k\,|\langle u_k,x\rangle|^2\qquad\text{for all }x\in V .
\]

The theorem `eigenvector_of_mixture` says that there is one number \(\beta\) with \(\alpha_k=\beta\) for every \(k\), and that \(a v=\beta v\). A pure state therefore cannot arise by mixing eigenvectors that belong to different eigenvalues.

The theorem `isClassical_iff_eigenvector` turns this into a criterion. Call a state classical with respect to \(a\) if it is a finite mixture of the kind just described. Then a unit vector is classical exactly when it is an eigenvector of \(a\).

Two consequences concern states that fail the criterion:

- By `superposition_not_classical`, a normalised sum \(p+q\) of two nonzero eigenvectors with different eigenvalues is not classical.
- By `finite_excitation_not_classical`, a unit vector with \(a^n v=0\) for some \(n\) but \(a v\neq 0\) is not classical.

## Mixtures as detection probabilities

For a unit vector \(x\), the number \(|\langle v,x\rangle|^2\) is the probability of finding the state \(v\) in a test for \(x\). The right-hand side of the mixture identity is the same probability when \(u_k\) is prepared with probability \(w_k\). The predicate `IsMixtureOf v w u` states that the two preparations agree in every such test. In terms of density operators this is the equation \(|v\rangle\langle v|=\sum_k w_k|u_k\rangle\langle u_k|\), written through its quadratic form so that no operator has to be constructed.

The inner product `⟪v, x⟫_ℂ` is linear in its second argument and conjugate-linear in its first, as in Dirac notation. The components are labelled by a finite type `ι` in the general theorems and by `Fin n` in the definition `IsClassical`, where the number of components, the weights, the vectors and the eigenvalues are all existentially quantified. Strict positivity of the weights means that each listed component really occurs in the ensemble; a component of weight zero could be any eigenvector and would leave the mixture unchanged.

The operator has type `Module.End ℂ V`, a linear map from \(V\) to itself. It need not be bounded, and \(V\) need not be complete. For the oscillator, one may take \(V\) to be the span of all number states and all coherent states, which \(a\) maps into itself. Nothing in the hypotheses refers to the commutator \([a,a^\dagger]=1\), or to an adjoint at all, so the theorems hold for any linear operator.

For the oscillator the eigenvectors of \(a\) are the coherent states, including the vacuum with eigenvalue zero. In quantum optics a state is usually called classical when it is a mixture of coherent states with a nonnegative weight distribution over the complex plane, which may be continuous. The definition here admits only finitely many components, so the criterion identifies coherent states as the pure classical states within that smaller class of mixtures. A thermal state, with its Gaussian distribution of amplitudes, is an example of a continuous mixture that the definition does not describe.

With the same restriction to finite mixtures, the two consequences separate familiar nonclassical states of a single mode from random switching between coherent states. For a nonzero complex amplitude \(z\), the even cat state is \(p+q\) with \(p=N|z\rangle\), \(q=N|{-z}\rangle\) and

\[
N=\bigl(2+2e^{-2|z|^2}\bigr)^{-1/2}.
\]

The theorem asks that the sum be normalised, not its two parts, and it does not require them to be orthogonal. A number state \(|m\rangle\) with \(m\ge 1\) satisfies \(a^{m+1}|m\rangle=0\) and \(a|m\rangle=\sqrt m\,|m-1\rangle\neq 0\), so it falls under the second consequence.

## Why every component is the pure state up to a phase

Fix \(k\) and split off the part of \(u_k\) orthogonal to \(v\):

\[
x=u_k-\langle v,u_k\rangle v .
\]

Since \(\langle v,v\rangle=1\), we have \(\langle v,x\rangle=\langle v,u_k\rangle-\langle v,u_k\rangle=0\). The mixture identity at this \(x\) becomes

\[
0=\sum_j w_j\,|\langle u_j,x\rangle|^2 .
\]

Every term is nonnegative, so every term vanishes. In the term \(j=k\) the weight is positive, hence \(\langle u_k,x\rangle=0\). Then

\[
\langle x,x\rangle=\langle u_k,x\rangle-\overline{\langle v,u_k\rangle}\,\langle v,x\rangle=0 ,
\]

so \(x=0\) and \(u_k=\langle v,u_k\rangle v\). Physically, a state that is never detected along \(x\) cannot contain a component that sometimes is.

This is the lemma `component_eq_projection`, and its proof follows the same order. The facts `hvx`, `hz`, `hux` and `hxx` are, in turn, the orthogonality of \(x\) to \(v\), the vanishing sum, the vanishing overlap with \(u_k\), and \(\langle x,x\rangle=0\). The step from the sum to its terms is `Finset.sum_eq_zero_iff_of_nonneg`. The lemma uses neither the normalisation of the \(u_k\) nor that of the weights.

Both enter in `isMixtureOf_iff_phases`. Taking norms in \(u_k=\langle v,u_k\rangle v\) gives \(1=|\langle v,u_k\rangle|\), so the coefficient is a phase factor. Conversely, if \(u_k=c_k v\) with \(|c_k|=1\) for every \(k\), then \(|\langle u_k,x\rangle|=|\overline{c_k}|\,|\langle v,x\rangle|=|\langle v,x\rangle|\), and

\[
\sum_k w_k|\langle u_k,x\rangle|^2=\Bigl(\sum_k w_k\Bigr)|\langle v,x\rangle|^2=|\langle v,x\rangle|^2 .
\]

A mixture of normalised states is thus the pure state \(v\) exactly when all its components represent the same physical state as \(v\). The operator \(a\) plays no part up to this point.

## Cancelling the phase in the eigenvalue equation

Insert \(u_k=c_k v\) into \(a u_k=\alpha_k u_k\). By linearity,

\[
c_k\,a v=a(c_k v)=\alpha_k c_k v=c_k\,\alpha_k v .
\]

Since \(c_k\neq 0\), it follows that \(a v=\alpha_k v\) for every \(k\). For two labels \(j\) and \(k\) this gives \(\alpha_j v=\alpha_k v\), and \(v\neq 0\) yields \(\alpha_j=\alpha_k\). There is at least one label, because an empty sum of weights would be zero and not one. Its eigenvalue serves as \(\beta\).

In `eigenvector_of_mixture` the statement `hev` is \(a v=\alpha_k v\) for all \(k\). The scalar \(c_k\) is cancelled by `smul_right_injective` and the vector \(v\) by `smul_left_injective`. The case split on whether `ι` is empty supplies the label.

One direction of `isClassical_iff_eigenvector` is this theorem. For the other, an eigenvector \(v\) is the mixture with the single component \(v\) and weight one.

## Superpositions and finite excitations

Suppose that \(p+q\) were classical, with \(a p=\alpha p\), \(a q=\beta q\) and \(\alpha\neq\beta\). By the criterion \(a(p+q)=\gamma(p+q)\) for some \(\gamma\), that is,

\[
(\alpha-\gamma)p+(\beta-\gamma)q=0 .
\]

Applying \(a\) once more gives

\[
\alpha(\alpha-\gamma)p+\beta(\beta-\gamma)q=0 .
\]

Subtracting \(\beta\) times the first equation from the second leaves \((\alpha-\beta)(\alpha-\gamma)p=0\), so \(\gamma=\alpha\). Subtracting \(\alpha\) times the first leaves \((\beta-\alpha)(\beta-\gamma)q=0\), so \(\gamma=\beta\). This contradicts \(\alpha\neq\beta\). In the code the two equations are `h1` and `h2`, and `linear_combination (norm := module)` carries out the subtractions that give `h3` and `h4`.

For the second consequence, suppose that \(v\) is classical, so that \(a v=\gamma v\). Induction on \(m\) gives \(a^m v=\gamma^m v\), which is `hpow`. If \(a^n v=0\), then \(\gamma^n v=0\), and since \(v\neq 0\) we get \(\gamma^n=0\) and hence \(\gamma=0\). Then \(a v=0\), contrary to the assumption.

## A mixture of two phases on a two-level space

The last theorem exhibits data that satisfy all the hypotheses of `eigenvector_of_mixture`. The operator `twoLevelOp` has the matrix

\[
\begin{pmatrix}2&1\\0&3\end{pmatrix},
\]

which is not diagonal in the chosen basis. Its first basis vector \(e_0\) is an eigenvector with eigenvalue 2. The components are \(e_0\) and \(i e_0\), with weights \(1/3\) and \(2/3\). They are different vectors but the same physical state, and their mixture is the pure state \(e_0\). The proof checks the norms, weights and eigenvalue equations directly, and obtains the mixture identity from `isMixtureOf_iff_phases` with the phases \(1\) and \(i\).
